# Normalised extrapolation after exact-adjoint folding does not correct an over-rotated gate

A folded circuit contains a gate $V$ and a gate $W$ that is meant to undo it. When $V$ is faulty, a model of folding must say what $W$ is: the exact adjoint of the faulty gate, or a separate operation with an error of its own. Both cases occur for a rotation driven by a pulse. If the drive is resonant, its only error is an amplitude that is wrong by a fixed factor, and the inverse is made by reversing the sign of the drive, the two angles are exactly opposite and $W=V^\dagger$. If a small constant stray drive about the same axis acts during both pulses, both angles are shifted in the same direction and $W\neq V^\dagger$. The definition of a folded circuit used here therefore keeps $W$ as a separate argument.

Zero-noise extrapolation runs a circuit at several noise scales and combines the measured values into an estimate for zero noise. Unitary folding is meant to raise the scale by replacing $V$ with $V(WV)^k$, which contains $2k+1$ gates. The method is applied to expectation values such as molecular energies computed on quantum hardware. The result below concerns one blind spot of it, in a model with a single faulty gate, no decoherence and no sampling error.

## An over-rotation that folding leaves unchanged

Write $R(\theta)=\exp(-i\theta X/2)$ for the rotation of a qubit about the $x$ axis, and $|0\rangle$ for the zero state. The ideal gate is $R(\pi/2)$. The faulty gate is $V=R(\pi/2+e)$ with $0<e<\pi$. The claim is that for every $k\ge 0$ the state $V(V^\dagger V)^k|0\rangle$ has $\langle Z\rangle=-\sin e$, and that every extrapolation with weights summing to one returns this value, whereas the ideal gate gives $0$.

The normalised eigenvectors of $X$ are $(1,\pm1)/\sqrt2$, with eigenvalues $\pm1$. In that basis $R(\theta)$ is diagonal with entries $\exp(\mp i\theta/2)$. Transforming back, the diagonal entries are

$$\tfrac12\big(\exp(-i\theta/2)+\exp(i\theta/2)\big)=\cos(\theta/2),$$

and the off-diagonal entries are

$$\tfrac12\big(\exp(-i\theta/2)-\exp(i\theta/2)\big)=-i\sin(\theta/2).$$

Hence

$$R(\theta)=\begin{pmatrix}\cos(\theta/2)&-i\sin(\theta/2)\\-i\sin(\theta/2)&\cos(\theta/2)\end{pmatrix}.$$

The first column is $R(\theta)|0\rangle$, so

$$\langle Z\rangle=\cos^2(\theta/2)-\sin^2(\theta/2)=\cos\theta.$$

For the ideal gate this is $\cos(\pi/2)=0$, and for the faulty gate it is $\cos(\pi/2+e)=-\sin e$.

Multiples of $X$ commute, so $R(a)R(b)=R(a+b)$. Taking the adjoint changes the sign of the off-diagonal entries, so $R(\theta)^\dagger=R(-\theta)$. Therefore $V^\dagger V=R(0)=1$ and $V(V^\dagger V)^k=V$ for every $k$. With weights $w_k$ over a finite set of fold numbers and $\sum_k w_k=1$,

$$\sum_k w_k\,(-\sin e)=-\sin e\neq 0,$$

because $\sin e>0$ for $0<e<\pi$.

## An inverse pulse with its own shift

Now let $W=R(-\pi/2+e)$. Then $WV=R(2e)$, and

$$V(WV)^k=R\big(\pi/2+(2k+1)e\big),\qquad \langle Z\rangle=-\sin\big((2k+1)e\big).$$

The angle error grows in proportion to the number of gates, as folding intends. Let $E_1$ and $E_3$ be the values at noise scales 1 and 3, that is, at $k=0$ and $k=1$. The straight line through them reaches scale zero at

$$E_1-\tfrac12(E_3-E_1)=\tfrac12(3E_1-E_3)=\tfrac12(-3\sin e+\sin 3e)=-2\sin^3 e,$$

where the last step uses $\sin3e=3\sin e-4\sin^3e$. For small $e$ the error has dropped from first to third order.

## The case $e=\pi/6$

Here $V=R(2\pi/3)$ and $V|0\rangle=(1/2,\,-i\sqrt3/2)$, so $\langle Z\rangle=1/4-3/4=-1/2$. With exact adjoints the value at $k=1$ is again $-1/2$. Linear extrapolation has weights $3/2$ and $-1/2$, and returns $-3/4+1/4=-1/2$.

With the shifted inverse, the value at $k=1$ is $-\sin(\pi/2)=-1$. The same weights now give $-3/4+1/2=-1/4$, which equals $-2(1/2)^3$ and halves the error.

The condition on the weights matters. Take $w_0=1$ and $w_1=-1$, whose sum is zero. With exact adjoints the weighted sum is $-1/2+1/2=0$, which is the ideal value, so the conclusion that the extrapolation misses it fails. The agreement carries no information, since these weights return zero for any data that do not depend on $k$.

## Gates, states and folded circuits in Lean

```lean
import Mathlib

open Matrix

namespace UnitaryFolding

noncomputable section
```

The two Pauli matrices and the zero state are written in the computational basis, with index 0 for $|0\rangle$.

```lean
/-- The Pauli matrix X. -/
def pauliX : Matrix (Fin 2) (Fin 2) ℂ := !![0, 1; 1, 0]

/-- The Pauli matrix Z. -/
def pauliZ : Matrix (Fin 2) (Fin 2) ℂ := !![1, 0; 0, -1]

/-- The zero state of a qubit. -/
def ket0 : Fin 2 → ℂ := ![1, 0]
```

The gate is defined as the matrix exponential itself, so its cosine and sine form has to be proved. The angle `θ` is real and is converted to a complex number inside the exponent.

```lean
/-- The rotation gate `exp(-i θ X / 2)`. -/
def rx (θ : ℝ) : Matrix (Fin 2) (Fin 2) ℂ :=
  NormedSpace.exp ((-(Complex.I * ((θ : ℂ) / 2))) • pauliX)
```

The expectation value is the real part of $\langle\psi|O|\psi\rangle$. The definition requires neither a Hermitian `O` nor a normalised `ψ`. In the qubit theorems both properties hold, since $Z$ is Hermitian and a rotation preserves the norm of $|0\rangle$.

```lean
/-- The real part of `⟨ψ|O|ψ⟩`. -/
def expect {n : Type*} [Fintype n] (O : Matrix n n ℂ) (ψ : n → ℂ) : ℝ :=
  (star ψ ⬝ᵥ (O *ᵥ ψ)).re
```

In `folded V W k` the number `k` counts the inserted pairs $WV$, so `k = 0` is the unfolded gate. The exact-adjoint model is `folded V Vᴴ k`, where `ᴴ` is the conjugate transpose.

```lean
/-- The folded circuit `V (W V)^k`, where `W` is the gate implemented as the inverse of `V`. -/
def folded {n : Type*} [Fintype n] [DecidableEq n] (V W : Matrix n n ℂ) (k : ℕ) :
    Matrix n n ℂ := V * (W * V) ^ k
```

## From the exponential to $\cos\theta$

The next theorem carries out the diagonalisation. Lean uses the unnormalised eigenvector matrix with columns $(1,1)$ and $(1,-1)$, whose inverse has entries $\pm1/2$; `hU` checks this. With $a=-i\theta/2$, the step `hdiag` writes $aX$ as the conjugate of the diagonal matrix with entries $a$ and $-a$. `Matrix.exp_conj` moves the exponential inside the conjugation, and `Matrix.exp_diagonal` reduces it to the diagonal entries. The steps `e1` and `e2` are Euler's formula for the two phases, and the final lines multiply the matrices out.

```lean
/-- The rotation gate written out with the cosine and sine of half the angle. -/
theorem rx_eq_cos_sin (θ : ℝ) :
    rx θ = !![(Real.cos (θ / 2) : ℂ), -(Complex.I * (Real.sin (θ / 2) : ℂ));
              -(Complex.I * (Real.sin (θ / 2) : ℂ)), (Real.cos (θ / 2) : ℂ)] := by
  obtain ⟨a, ha⟩ : ∃ a : ℂ, a = -(Complex.I * ((θ : ℂ) / 2)) := ⟨_, rfl⟩
  have hrx : rx θ = NormedSpace.exp (a • pauliX) := by rw [ha]; rfl
  -- the columns of this matrix are eigenvectors of X
  have hU : (!![1, 1; 1, -1] : Matrix (Fin 2) (Fin 2) ℂ) * !![1/2, 1/2; 1/2, -1/2] = 1 := by
    ext i j
    fin_cases i <;> fin_cases j <;> norm_num [Matrix.mul_apply, Fin.sum_univ_succ]
  have hinv := Matrix.inv_eq_right_inv hU
  have hunit : IsUnit (!![1, 1; 1, -1] : Matrix (Fin 2) (Fin 2) ℂ) :=
    ⟨⟨_, _, hU, mul_eq_one_comm.mp hU⟩, rfl⟩
  have hD : ∀ p q : ℂ, Matrix.diagonal ![p, q] = !![p, 0; 0, q] := by
    intro p q
    ext i j
    fin_cases i <;> fin_cases j <;> rfl
  have hdiag : a • pauliX = (!![1, 1; 1, -1] : Matrix (Fin 2) (Fin 2) ℂ)
      * Matrix.diagonal ![a, -a] * (!![1, 1; 1, -1] : Matrix (Fin 2) (Fin 2) ℂ)⁻¹ := by
    rw [hinv, hD]
    ext i j
    fin_cases i <;> fin_cases j <;>
      simp [pauliX, Matrix.mul_apply, Fin.sum_univ_succ] <;> ring
  have hexp : NormedSpace.exp (![a, -a] : Fin 2 → ℂ)
      = ![Complex.exp a, Complex.exp (-a)] := by
    rw [Complex.exp_eq_exp_ℂ]
    rw [Pi.exp_def]
    ext i
    fin_cases i <;> rfl
  -- Euler's formula for the two phases
  have e1 : Complex.exp a
      = (Real.cos (θ / 2) : ℂ) - (Real.sin (θ / 2) : ℂ) * Complex.I := by
    have h : a = ((-(θ / 2) : ℝ) : ℂ) * Complex.I := by rw [ha]; push_cast; ring
    rw [h, Complex.exp_mul_I, ← Complex.ofReal_cos, ← Complex.ofReal_sin,
      Real.cos_neg, Real.sin_neg, Complex.ofReal_neg]
    ring
  have e2 : Complex.exp (-a)
      = (Real.cos (θ / 2) : ℂ) + (Real.sin (θ / 2) : ℂ) * Complex.I := by
    have h : -a = ((θ / 2 : ℝ) : ℂ) * Complex.I := by rw [ha]; push_cast; ring
    rw [h, Complex.exp_mul_I, ← Complex.ofReal_cos, ← Complex.ofReal_sin]
  rw [hrx, hdiag, Matrix.exp_conj _ _ hunit, Matrix.exp_diagonal, hinv, hexp, e1, e2, hD]
  generalize Real.cos (θ / 2) = c
  generalize Real.sin (θ / 2) = s
  ext i j
  fin_cases i <;> fin_cases j <;>
    simp [Matrix.mul_apply, Fin.sum_univ_succ] <;> ring
```

The composition law comes directly from the exponential, because two multiples of $X$ commute.

```lean
/-- Successive rotations about the same axis add their angles. -/
theorem rx_mul (a b : ℝ) : rx a * rx b = rx (a + b) := by
  unfold rx
  rw [← Matrix.exp_add_of_commute _ _
    (((Commute.refl pauliX).smul_left _).smul_right _), ← add_smul]
  congr 2
  push_cast
  ring
```

The adjoint is read off the explicit matrix: the cosine is even, the sine is odd, and conjugation changes the sign of $i$.

```lean
/-- The adjoint of a rotation is the rotation by the opposite angle. -/
theorem rx_conjTranspose (θ : ℝ) : (rx θ)ᴴ = rx (-θ) := by
  rw [rx_eq_cos_sin, rx_eq_cos_sin, neg_div, Real.cos_neg, Real.sin_neg]
  generalize Real.cos (θ / 2) = c
  generalize Real.sin (θ / 2) = s
  ext i j
  fin_cases i <;> fin_cases j <;> simp [Matrix.conjTranspose_apply]
```

For the expectation value, `key` computes $c^2-s^2$ for arbitrary real $c$ and $s$. The double-angle formula and $\sin^2+\cos^2=1$ then turn it into $\cos\theta$.

```lean
/-- After a rotation by `θ` the zero state has Z expectation `cos θ`. -/
theorem expect_rx (θ : ℝ) : expect pauliZ (rx θ *ᵥ ket0) = Real.cos θ := by
  have key : ∀ c s : ℝ, expect pauliZ
      (!![(c : ℂ), -(Complex.I * (s : ℂ)); -(Complex.I * (s : ℂ)), (c : ℂ)] *ᵥ ket0)
      = c ^ 2 - s ^ 2 := by
    intro c s
    simp [expect, pauliZ, ket0, Matrix.mulVec, dotProduct, Fin.sum_univ_succ]
    ring
  rw [rx_eq_cos_sin, key]
  have h1 := Real.cos_two_mul (θ / 2)
  have h2 := Real.sin_sq_add_cos_sq (θ / 2)
  rw [show 2 * (θ / 2) = θ by ring] at h1
  linarith
```

## Cancellation in any finite dimension

The cancellation uses nothing specific to a qubit. The next theorem allows any finite dimension, any matrix `O` and any vector `ψ`. The hypothesis `hV` says that `V` is unitary, which for a square matrix follows from $V^\dagger V=1$. The finite set `s` holds the fold numbers that were run, and the real weights `w` may be negative, as they are in linear extrapolation. A fit that cannot be written as such a weighted sum is not covered.

The proof has the two steps of the derivation: `hf` reduces every folded circuit to `V`, and the common expectation value is then taken out of the sum.

```lean
/-- In any finite dimension, if a unitary gate is folded with its exact adjoint, every
extrapolation with weights summing to one returns the unfolded expectation value. -/
theorem extrapolation_eq_unfolded {n : Type*} [Fintype n] [DecidableEq n]
    (V O : Matrix n n ℂ) (hV : Vᴴ * V = 1) (ψ : n → ℂ)
    (s : Finset ℕ) (w : ℕ → ℝ) (hw : ∑ k ∈ s, w k = 1) :
    ∑ k ∈ s, w k * expect O (folded V Vᴴ k *ᵥ ψ) = expect O (V *ᵥ ψ) := by
  have hf : ∀ k, folded V Vᴴ k = V := fun k => by
    rw [folded, hV, one_pow, mul_one]
  simp only [hf]
  rw [← Finset.sum_mul, hw, one_mul]
```

## The over-rotated gate

The theorem for the faulty gate has three parts. The ideal gate gives zero; the over-rotated gate gives $-\sin e$ at every fold number `k`; and for every finite set of fold numbers and all weights summing to one, the extrapolated value equals $-\sin e$ and differs from zero.

In the proof, `hV` obtains $V^\dagger V=1$ from the adjoint and composition laws, and `hE` evaluates $\cos(\pi/2+e)$. The third part applies the general theorem. The bounds $0<e<\pi$ enter only at the last line, where they make $\sin e$ positive.

```lean
/-- The ideal quarter-turn gives Z expectation zero. For `0 < e < π` the gate over-rotated by `e`
gives `-sin e` at every folding number, and so does every extrapolation with weights summing to one,
which therefore misses zero. -/
theorem folding_misses_overrotation (e : ℝ) (h0 : 0 < e) (hpi : e < Real.pi) :
    expect pauliZ (rx (Real.pi / 2) *ᵥ ket0) = 0 ∧
    (∀ k, expect pauliZ
      (folded (rx (Real.pi / 2 + e)) (rx (Real.pi / 2 + e))ᴴ k *ᵥ ket0) = -Real.sin e) ∧
    ∀ (s : Finset ℕ) (w : ℕ → ℝ), ∑ k ∈ s, w k = 1 →
      ∑ k ∈ s, w k * expect pauliZ
        (folded (rx (Real.pi / 2 + e)) (rx (Real.pi / 2 + e))ᴴ k *ᵥ ket0) = -Real.sin e ∧
      ∑ k ∈ s, w k * expect pauliZ
        (folded (rx (Real.pi / 2 + e)) (rx (Real.pi / 2 + e))ᴴ k *ᵥ ket0) ≠ 0 := by
  have hV : (rx (Real.pi / 2 + e))ᴴ * rx (Real.pi / 2 + e) = 1 := by
    rw [rx_conjTranspose, rx_mul, neg_add_cancel]
    simp [rx]
  have hE : expect pauliZ (rx (Real.pi / 2 + e) *ᵥ ket0) = -Real.sin e := by
    rw [expect_rx, add_comm, Real.cos_add_pi_div_two]
  refine ⟨by rw [expect_rx, Real.cos_pi_div_two], fun k => ?_, fun s w hw => ?_⟩
  · rw [folded, hV, one_pow, mul_one, hE]
  · rw [extrapolation_eq_unfolded _ _ hV _ s w hw, hE]
    exact ⟨rfl, neg_ne_zero.mpr (Real.sin_pos_of_pos_of_lt_pi h0 hpi).ne'⟩
```

## Amplification with a shifted inverse

The contrasting case is stated for every real `e`, as an equality of gates and not only of expectation values. The proof is by induction on `k`. One more factor $WV$ contributes the angle $(-\pi/2+e)+(\pi/2+e)=2e$, which takes $(2k+1)e$ to $(2k+3)e$.

```lean
/-- If the angle of the gate implemented as the inverse is also shifted by `+e`, then `k` foldings
amplify the angle error to `(2k+1)e`. -/
theorem folded_shifted_inverse (e : ℝ) (k : ℕ) :
    folded (rx (Real.pi / 2 + e)) (rx (-(Real.pi / 2) + e)) k
      = rx (Real.pi / 2 + (2 * k + 1) * e) := by
  unfold folded
  induction k with
  | zero => simp
  | succ k ih =>
    rw [pow_succ, ← mul_assoc, ih, rx_mul, rx_mul]
    congr 1
    push_cast
    ring
```

The last theorem evaluates the straight-line estimate $(3E_1-E_3)/2$. After `folded_shifted_inverse` and `expect_rx` have turned both expectation values into cosines, `hc` rewrites them as negative sines, and the triple-angle formula cancels the terms linear in $\sin e$. The result is an exact identity and needs no assumption that `e` is small. It does not say that extrapolation always helps: at $e=\pi/2$ the raw value is $-1$ and the extrapolated one is $-2$.

```lean
/-- With the inverse gate shifted by `+e` as well, linear extrapolation from the noise scales
1 and 3 gives the Z expectation `-2 sin³ e`. -/
theorem linear_extrapolation_shifted_inverse (e : ℝ) :
    (3 * expect pauliZ
        (folded (rx (Real.pi / 2 + e)) (rx (-(Real.pi / 2) + e)) 0 *ᵥ ket0)
      - expect pauliZ
        (folded (rx (Real.pi / 2 + e)) (rx (-(Real.pi / 2) + e)) 1 *ᵥ ket0)) / 2
      = -2 * Real.sin e ^ 3 := by
  have hc : ∀ x : ℝ, Real.cos (Real.pi / 2 + x) = -Real.sin x := fun x => by
    rw [add_comm, Real.cos_add_pi_div_two]
  rw [folded_shifted_inverse, folded_shifted_inverse, expect_rx, expect_rx, hc, hc]
  have h1 : (2 * ((0 : ℕ) : ℝ) + 1) * e = e := by push_cast; ring
  have h3 : (2 * ((1 : ℕ) : ℝ) + 1) * e = 3 * e := by push_cast; ring
  -- the triple-angle formula removes the term linear in sin e
  rw [h1, h3, Real.sin_three_mul]
  ring

end

end UnitaryFolding
```

```lean
#print axioms UnitaryFolding.folding_misses_overrotation
#print axioms UnitaryFolding.linear_extrapolation_shifted_inverse
```

```
'UnitaryFolding.folding_misses_overrotation' depends on axioms: [propext, Classical.choice, Quot.sound]
'UnitaryFolding.linear_extrapolation_shifted_inverse' depends on axioms: [propext, Classical.choice, Quot.sound]
```
